# Thermal fluctuations bound the static susceptibility of a finite quantum system from above

In classical statistical mechanics, the static response of a quantity can be read off from its thermal fluctuations. Applied to a quantum observable that does not commute with the Hamiltonian, the same rule gives a wrong number, and without a comparison between response and fluctuations even the sign of the error is unknown. The parts below settle the sign for a Hermitian observable $A$ of a system with finitely many levels at inverse temperature $\beta>0$, and find when the error vanishes.

## Levels, Gibbs weights and the response sum

The type `n` labels the levels, and matrices over it are operators. In dimension zero every sum is empty and the results are trivial.

```lean
import Mathlib

open Matrix

noncomputable section

namespace StaticSusceptibilityBound

variable {n : Type*} [Fintype n] [DecidableEq n]
```

An eigenbasis consists of a matrix $U$, whose columns are orthonormal eigenvectors of the Hamiltonian $H$, and real energies $E_k$. Degeneracies are allowed.

```lean
/-- The columns of `U` are orthonormal eigenvectors of `H` with real energies `E`. -/
structure IsEigenbasis (H U : Matrix n n ℂ) (E : n → ℝ) : Prop where
  unitary : Uᴴ * U = 1
  eigen : H * U = U * diagonal (fun k => (E k : ℂ))
```

The Gibbs weight is $p_k=e^{-\beta E_k}/Z$ with $Z=\sum_l e^{-\beta E_l}$.

```lean
/-- The Gibbs weight of level `k` at inverse temperature `β`. -/
def gibbsWeight (β : ℝ) (E : n → ℝ) (k : n) : ℝ :=
  Real.exp (-(β * E k)) / ∑ l, Real.exp (-(β * E l))
```

The Gibbs state $\rho$ is defined independently of any basis, through the matrix exponential.

```lean
/-- The Gibbs state `exp(-βH) / tr exp(-βH)`, for Hermitian `H` on a nonzero space. -/
def gibbsState (β : ℝ) (H : Matrix n n ℂ) : Matrix n n ℂ :=
  (trace (NormedSpace.exp (-(β : ℂ) • H)))⁻¹ • NormedSpace.exp (-(β : ℂ) • H)
```

The thermal mean $\langle B\rangle$ is the real part of $\operatorname{tr}(\rho B)$.

```lean
/-- The real part of the thermal expectation value `tr(ρB)` in the Gibbs state of `H`. -/
def thermalMean (β : ℝ) (H B : Matrix n n ℂ) : ℝ :=
  (trace (gibbsState β H * B)).re
```

A pair of levels responds with
$$K_{kl}=\frac{p_k-p_l}{E_l-E_k}\quad(E_k\neq E_l),\qquad K_{kl}=\beta p_k\quad(E_k=E_l).$$
The second value is the limit of the first as the energies merge.

```lean
/-- The static response of a pair of levels: `(p_k - p_l)/(E_l - E_k)` at distinct energies,
and `β p_k` at equal energies. -/
def responseKernel (β : ℝ) (E : n → ℝ) (k l : n) : ℝ :=
  if E k = E l then β * gibbsWeight β E k
  else (gibbsWeight β E k - gibbsWeight β E l) / (E l - E k)
```

With $a=U^\dagger AU$, the matrix elements of $A$ between eigenstates, the susceptibility before subtraction of the mean is $\chi=\sum_{k,l}|a_{kl}|^2K_{kl}$. The isothermal susceptibility, the derivative of $\langle A\rangle$ with respect to $\lambda$ at $\lambda=0$ for the Hamiltonian $H-\lambda A$, is $\chi-\beta\langle A\rangle^2$. This formula comes from perturbation theory and is not derived here. The classical rule puts $\beta(\langle A^2\rangle-\langle A\rangle^2)$ in its place, so the error of the rule is $\beta\langle A^2\rangle-\chi$.

```lean
/-- The static susceptibility before `β⟨A⟩²` is subtracted, for an observable `A` with matrix
elements `a k l` in the energy eigenbasis. -/
def staticSusceptibility (β : ℝ) (E : n → ℝ) (a : Matrix n n ℂ) : ℝ :=
  ∑ k, ∑ l, ‖a k l‖ ^ 2 * responseKernel β E k l
```

## (a) An eigenbasis for every Hermitian matrix

Show that for Hermitian $H$ there are a unitary $U$ and real $E_k$ with
$$HU=U\,\mathrm{diag}(E).$$

**Solution.** The characteristic polynomial has a root $E$, with a unit eigenvector $u$. Then $E=u^\dagger Hu$ is real. If $u^\dagger w=0$, then $u^\dagger Hw=(Hu)^\dagger w=E\,u^\dagger w=0$, so $H$ preserves the orthogonal complement of $u$. Repeating the argument there gives a full orthonormal set, the columns of $U$.

Lean takes the eigenvectors from Mathlib's spectral theorem and checks the matrix equation entry by entry.

```lean
/-- Every Hermitian matrix has an orthonormal eigenbasis with real energies. -/
theorem exists_eigenbasis {H : Matrix n n ℂ} (hH : H.IsHermitian) :
    ∃ U E, IsEigenbasis H U E := by
  refine ⟨hH.eigenvectorUnitary, hH.eigenvalues,
    Matrix.mem_unitaryGroup_iff'.1 hH.eigenvectorUnitary.2, ?_⟩
  ext i j
  have h := congrFun (hH.mulVec_eigenvectorBasis j) i
  rw [Matrix.mul_diagonal, Matrix.mul_apply]
  simpa [Matrix.mulVec, dotProduct, mul_comm] using h
```

## (b) An exponential inequality

Show that for $t>0$
$$2(e^t-1)<t(e^t+1).$$

**Solution.** Let $f(t)=t(e^t+1)-2(e^t-1)$. Then $f(0)=0$ and $f'(t)=1+(t-1)e^t$. For $t>0$ we have $1-t<e^{-t}$. Multiplying by $e^t$ gives $(1-t)e^t<1$, so $f'(t)>0$ and $f(t)>0$.

In the proof, `hd` is the derivative and `hm` the strict monotonicity.

```lean
/-- For `t > 0`, `2(exp t - 1)` is strictly less than `t(exp t + 1)`. -/
theorem exp_trapezoid {t : ℝ} (ht : 0 < t) :
    2 * (Real.exp t - 1) < t * (Real.exp t + 1) := by
  have hd : ∀ x : ℝ, HasDerivAt (fun x => x * (Real.exp x + 1) - 2 * (Real.exp x - 1))
      (1 + (x - 1) * Real.exp x) x := fun x =>
    (((hasDerivAt_id' x).fun_mul ((Real.hasDerivAt_exp x).add_const 1)).fun_sub
      (((Real.hasDerivAt_exp x).sub_const 1).const_mul 2)).congr_deriv (by ring)
  have hm : StrictMonoOn (fun x => x * (Real.exp x + 1) - 2 * (Real.exp x - 1))
      (Set.Ici (0 : ℝ)) := by
    refine strictMonoOn_of_deriv_pos (convex_Ici 0)
      (fun x _ => (hd x).continuousAt.continuousWithinAt) fun x hx => ?_
    rw [interior_Ici] at hx
    have hx0 : (0 : ℝ) < x := hx
    rw [(hd x).deriv]
    -- the derivative is positive because `1 - x < exp (-x)`
    have h1 := mul_lt_mul_of_pos_right
      (Real.add_one_lt_exp (neg_ne_zero.2 hx0.ne')) (Real.exp_pos x)
    rw [← Real.exp_add, neg_add_cancel, Real.exp_zero] at h1
    linarith
  have h := hm (Set.mem_Ici.2 le_rfl) (Set.mem_Ici.2 ht.le) ht
  simp only [Real.exp_zero] at h
  linarith
```

## (c) Two Boltzmann factors

Show that for $\beta>0$ and energies $x\neq y$
$$\frac{e^{-\beta x}-e^{-\beta y}}{y-x}<\beta\,\frac{e^{-\beta x}+e^{-\beta y}}{2}.$$

**Solution.** Let $x<y$ and put $t=\beta(y-x)$ in (b). Multiplying by $e^{-\beta y}$ and using $e^{-\beta y}e^t=e^{-\beta x}$ gives
$$2(e^{-\beta x}-e^{-\beta y})<\beta(y-x)(e^{-\beta x}+e^{-\beta y}).$$
Divide by $2(y-x)$. Both sides of the claim are symmetric in $x$ and $y$, which settles $x>y$. Lean proves the ordered case as `key` and uses it twice.

```lean
/-- For `β > 0` and distinct energies, minus the difference quotient of two Boltzmann factors is
strictly below `β` times their arithmetic mean. -/
theorem boltzmann_quotient_lt {β x y : ℝ} (hβ : 0 < β) (hxy : x ≠ y) :
    (Real.exp (-(β * x)) - Real.exp (-(β * y))) / (y - x)
      < β * (Real.exp (-(β * x)) + Real.exp (-(β * y))) / 2 := by
  have key : ∀ u v : ℝ, u < v → (Real.exp (-(β * u)) - Real.exp (-(β * v))) / (v - u)
      < β * (Real.exp (-(β * u)) + Real.exp (-(β * v))) / 2 := by
    intro u v huv
    have h := mul_lt_mul_of_pos_left (exp_trapezoid (mul_pos hβ (sub_pos.2 huv)))
      (Real.exp_pos (-(β * v)))
    have he : Real.exp (-(β * u)) = Real.exp (-(β * v)) * Real.exp (β * (v - u)) := by
      rw [← Real.exp_add]
      congr 1
      ring
    rw [div_lt_iff₀ (sub_pos.2 huv), he]
    generalize Real.exp (β * (v - u)) = T at *
    linarith
  rcases lt_or_gt_of_ne hxy with h | h
  · exact key x y h
  · have h2 := key y x h
    rw [← neg_div_neg_eq, neg_sub, neg_sub]
    linarith
```

## (d) The response of a pair of levels

Show that for $E_k\neq E_l$
$$K_{kl}<\beta\,\frac{p_k+p_l}{2}.$$

**Solution.** Put $x=E_k$, $y=E_l$ in (c) and divide by $Z>0$. The positivity of $Z$ is `hZ`.

```lean
omit [DecidableEq n] in
/-- For `β > 0` and distinct energies, the response kernel is strictly below `β` times the
mean Gibbs weight of the two levels. -/
theorem responseKernel_lt {β : ℝ} (hβ : 0 < β) (E : n → ℝ) {k l : n} (h : E k ≠ E l) :
    responseKernel β E k l < β * (gibbsWeight β E k + gibbsWeight β E l) / 2 := by
  have hZ : 0 < ∑ j, Real.exp (-(β * E j)) :=
    Finset.sum_pos (fun j _ => Real.exp_pos _) ⟨k, Finset.mem_univ k⟩
  have h1 := div_lt_div_of_pos_right (boltzmann_quotient_lt hβ h) hZ
  rw [responseKernel, if_neg h, gibbsWeight, gibbsWeight, ← sub_div, ← add_div,
    div_right_comm]
  calc _ < _ := h1
    _ = _ := by ring
```

## (e) The Gibbs state in the eigenbasis

Show that
$$\rho=U\,\mathrm{diag}(p)\,U^\dagger.$$

**Solution.** Since $UU^\dagger=1$, we have $-\beta H=UDU^\dagger$ with $D=\mathrm{diag}(-\beta E)$. Powers obey $(UDU^\dagger)^m=UD^mU^\dagger$, so the exponential series gives $e^{-\beta H}=U\,\mathrm{diag}(e^{-\beta E})\,U^\dagger$. By cyclicity its trace is $Z$, and division by $Z$ gives the claim.

Here `hexp` is the exponential, obtained from Mathlib's rules for conjugated and diagonal matrices.

```lean
/-- In an energy eigenbasis the Gibbs state is diagonal, with the Gibbs weights as entries. -/
theorem gibbsState_eq {H U : Matrix n n ℂ} {E : n → ℝ} (h : IsEigenbasis H U E) (β : ℝ) :
    gibbsState β H = U * diagonal (fun k => (gibbsWeight β E k : ℂ)) * Uᴴ := by
  have hUU : U * Uᴴ = 1 := mul_eq_one_comm.1 h.unitary
  have hinv : U⁻¹ = Uᴴ := Matrix.inv_eq_left_inv h.unitary
  have hunit : IsUnit U := ⟨⟨U, Uᴴ, hUU, h.unitary⟩, rfl⟩
  have hH : -(β : ℂ) • H = U * diagonal (fun k => -((β : ℂ) * E k)) * U⁻¹ := by
    have hd : diagonal (fun k => -((β : ℂ) * E k))
        = -(β : ℂ) • diagonal (fun k => (E k : ℂ)) := by
      rw [← Matrix.diagonal_smul]
      congr 1
      ext k
      simp
    rw [hinv, hd, Matrix.mul_smul, Matrix.smul_mul, ← h.eigen, Matrix.mul_assoc, hUU,
      Matrix.mul_one]
  have hexp : NormedSpace.exp (-(β : ℂ) • H)
      = U * diagonal (fun k => (Real.exp (-(β * E k)) : ℂ)) * Uᴴ := by
    rw [hH, Matrix.exp_conj _ _ hunit, Matrix.exp_diagonal, hinv]
    congr 3
    ext k
    rw [Pi.exp_def, ← Complex.exp_eq_exp_ℂ]
    push_cast
    rfl
  rw [gibbsState, hexp, Matrix.trace_mul_cycle, h.unitary, Matrix.one_mul,
    Matrix.trace_diagonal, ← Matrix.smul_mul, ← Matrix.mul_smul, ← Matrix.diagonal_smul]
  congr 3
  ext k
  simp [gibbsWeight, div_eq_inv_mul]
```

## (f) Fluctuations as a double sum

Show that for Hermitian $A$
$$\langle A^2\rangle=\sum_{k,l}p_k|a_{kl}|^2.$$

**Solution.** By (e) and cyclicity, $\operatorname{tr}(\rho A^2)=\operatorname{tr}(\mathrm{diag}(p)\,U^\dagger A^2U)$. Inserting $UU^\dagger=1$ between the two factors $A$ gives $U^\dagger A^2U=a^2$, which is `hsq`. The trace is therefore $\sum_{k,l}p_k\,a_{kl}a_{lk}$, and $a_{lk}=\overline{a_{kl}}$. The result is real, so taking the real part loses nothing.

```lean
/-- For Hermitian `A`, the thermal mean of `A²` is the sum of `p_k |A_kl|²` over all pairs of
energy eigenstates. -/
theorem thermalMean_sq {H U A : Matrix n n ℂ} {E : n → ℝ} (h : IsEigenbasis H U E)
    (hA : A.IsHermitian) (β : ℝ) :
    thermalMean β H (A * A) = ∑ k, ∑ l, gibbsWeight β E k * ‖(Uᴴ * A * U) k l‖ ^ 2 := by
  have hUU : U * Uᴴ = 1 := mul_eq_one_comm.1 h.unitary
  have ha : (Uᴴ * A * U).IsHermitian := Matrix.isHermitian_conjTranspose_mul_mul U hA
  have hsq : Uᴴ * (A * A) * U = (Uᴴ * A * U) * (Uᴴ * A * U) := by
    calc Uᴴ * (A * A) * U = Uᴴ * A * 1 * A * U := by
          simp only [Matrix.mul_assoc, Matrix.one_mul]
      _ = _ := by rw [← hUU]; simp only [Matrix.mul_assoc]
  -- move the unitary around the trace
  rw [thermalMean, gibbsState_eq h, Matrix.mul_assoc, Matrix.mul_assoc,
    Matrix.trace_mul_comm, Matrix.mul_assoc, hsq]
  generalize Uᴴ * A * U = a at ha ⊢
  rw [Matrix.trace, Complex.re_sum]
  refine Finset.sum_congr rfl fun k _ => ?_
  rw [Matrix.diag_apply, Matrix.diagonal_mul, Matrix.mul_apply, Complex.re_ofReal_mul,
    Complex.re_sum, Finset.mul_sum]
  refine Finset.sum_congr rfl fun l _ => ?_
  have hc : a k l * a l k = (Complex.normSq (a k l) : ℂ) := by
    rw [← ha.apply l k]
    exact Complex.mul_conj _
  rw [hc, Complex.ofReal_re, Complex.sq_norm]
```

## (g) Commuting with the Hamiltonian

Show, for any matrix $A$, that
$$AH=HA\iff a_{kl}=0\ \text{ whenever }E_k\neq E_l.$$

**Solution.** In the eigenbasis, $AH$ has entries $a_{kl}E_l$ and $HA$ has entries $E_ka_{kl}$ (`h1` and `h2`). Hence
$$\bigl(U^\dagger(AH-HA)U\bigr)_{kl}=(E_l-E_k)\,a_{kl}.$$
As $U$ is invertible, the commutator vanishes exactly when all these entries do. The return from the eigenbasis is `back`.

```lean
/-- `A` commutes with `H` exactly when it has no matrix elements between eigenstates of
different energy. -/
theorem commute_iff {H U : Matrix n n ℂ} {E : n → ℝ} (h : IsEigenbasis H U E)
    (A : Matrix n n ℂ) :
    A * H = H * A ↔ ∀ k l, E k ≠ E l → (Uᴴ * A * U) k l = 0 := by
  have hUU : U * Uᴴ = 1 := mul_eq_one_comm.1 h.unitary
  have hL : Uᴴ * H = diagonal (fun k => (E k : ℂ)) * Uᴴ := by
    calc Uᴴ * H = Uᴴ * (H * U) * Uᴴ := by
          rw [Matrix.mul_assoc, Matrix.mul_assoc, hUU, Matrix.mul_one]
      _ = _ := by rw [h.eigen, ← Matrix.mul_assoc, h.unitary, Matrix.one_mul]
  have h1 : Uᴴ * (A * H) * U = (Uᴴ * A * U) * diagonal (fun k => (E k : ℂ)) := by
    simp only [Matrix.mul_assoc, h.eigen]
  have h2 : Uᴴ * (H * A) * U = diagonal (fun k => (E k : ℂ)) * (Uᴴ * A * U) := by
    rw [← Matrix.mul_assoc Uᴴ H A, hL]
    simp only [Matrix.mul_assoc]
  have back : ∀ X : Matrix n n ℂ, U * (Uᴴ * X * U) * Uᴴ = X := fun X => by
    calc U * (Uᴴ * X * U) * Uᴴ = (U * Uᴴ) * X * (U * Uᴴ) := by
          simp only [Matrix.mul_assoc]
      _ = X := by rw [hUU, Matrix.one_mul, Matrix.mul_one]
  constructor
  · intro hc k l hkl
    rw [hc, h2] at h1
    have he := congrFun (congrFun h1 k) l
    rw [Matrix.diagonal_mul, Matrix.mul_diagonal] at he
    have hne : (E k : ℂ) - E l ≠ 0 := sub_ne_zero.2 (fun e => hkl (Complex.ofReal_injective e))
    refine (mul_eq_zero.1 ?_).resolve_left hne
    linear_combination he
  · intro hz
    rw [← back (A * H), ← back (H * A), h1, h2]
    congr 2
    ext k l
    rw [Matrix.diagonal_mul, Matrix.mul_diagonal]
    by_cases e : E k = E l
    · rw [e, mul_comm]
    · rw [hz k l e, zero_mul, mul_zero]
```

## (h) Response against fluctuations

Show that for Hermitian $A$ and $\beta>0$
$$\chi\le\beta\langle A^2\rangle,\qquad\text{with equality}\iff AH=HA.$$

**Solution.** Since $|a_{kl}|=|a_{lk}|$, averaging (f) with its copy under $k\leftrightarrow l$ gives
$$\beta\langle A^2\rangle-\chi=\sum_{k,l}|a_{kl}|^2\Bigl[\beta\,\frac{p_k+p_l}{2}-K_{kl}\Bigr].$$
For $E_k=E_l$ the weights are equal and the bracket is zero. Otherwise it is positive by (d). The sum is thus nonnegative, and it vanishes exactly when $a_{kl}=0$ for all $E_k\neq E_l$, which is $AH=HA$ by (g).

Lean symmetrises in `hsym` and compares terms in `hle`. For the equality case it applies `Finset.sum_eq_sum_iff_of_le` twice, first to rows and then to entries. The theorem accepts any eigenbasis, and (a) supplies one for each Hermitian $H$.

Subtracting $\beta\langle A\rangle^2$ from both sides bounds the isothermal susceptibility by $\beta(\langle A^2\rangle-\langle A\rangle^2)$. The classical rule therefore never gives too small a value, and it is exact only when $A$ commutes with $H$.

```lean
/-- For `β > 0` and Hermitian `A`, the static susceptibility before `β⟨A⟩²` is subtracted is at most
`β⟨A²⟩`, with equality if and only if `A` commutes with the Hamiltonian. -/
theorem staticSusceptibility_le {H U A : Matrix n n ℂ} {E : n → ℝ} {β : ℝ}
    (h : IsEigenbasis H U E) (hA : A.IsHermitian) (hβ : 0 < β) :
    staticSusceptibility β E (Uᴴ * A * U) ≤ β * thermalMean β H (A * A) ∧
    (staticSusceptibility β E (Uᴴ * A * U) = β * thermalMean β H (A * A) ↔
      A * H = H * A) := by
  have ha : (Uᴴ * A * U).IsHermitian := Matrix.isHermitian_conjTranspose_mul_mul U hA
  rw [commute_iff h, thermalMean_sq h hA, staticSusceptibility]
  generalize Uᴴ * A * U = a at ha ⊢
  -- symmetrise the fluctuation sum in the two levels
  have hswap : ∑ k, ∑ l, gibbsWeight β E k * ‖a k l‖ ^ 2
      = ∑ k, ∑ l, gibbsWeight β E l * ‖a k l‖ ^ 2 := by
    rw [Finset.sum_comm]
    refine Finset.sum_congr rfl fun k _ => Finset.sum_congr rfl fun l _ => ?_
    rw [← ha.apply l k, norm_star]
  have hsym : β * ∑ k, ∑ l, gibbsWeight β E k * ‖a k l‖ ^ 2
      = ∑ k, ∑ l, ‖a k l‖ ^ 2 * (β * (gibbsWeight β E k + gibbsWeight β E l) / 2) := by
    have hsplit : ∑ k, ∑ l, ‖a k l‖ ^ 2 * (β * (gibbsWeight β E k + gibbsWeight β E l) / 2)
        = β / 2 * ∑ k, ∑ l, gibbsWeight β E k * ‖a k l‖ ^ 2
          + β / 2 * ∑ k, ∑ l, gibbsWeight β E l * ‖a k l‖ ^ 2 := by
      simp only [Finset.mul_sum, ← Finset.sum_add_distrib]
      refine Finset.sum_congr rfl fun k _ => Finset.sum_congr rfl fun l _ => ?_
      ring
    rw [hsplit, ← hswap]
    ring
  have hdeg : ∀ k l, E k = E l → responseKernel β E k l
      = β * (gibbsWeight β E k + gibbsWeight β E l) / 2 := by
    intro k l e
    rw [responseKernel, if_pos e, gibbsWeight, gibbsWeight, e]
    ring
  have hle : ∀ k l, ‖a k l‖ ^ 2 * responseKernel β E k l
      ≤ ‖a k l‖ ^ 2 * (β * (gibbsWeight β E k + gibbsWeight β E l) / 2) := by
    intro k l
    refine mul_le_mul_of_nonneg_left ?_ (sq_nonneg _)
    by_cases e : E k = E l
    · exact (hdeg k l e).le
    · exact (responseKernel_lt hβ E e).le
  rw [hsym]
  refine ⟨Finset.sum_le_sum fun k _ => Finset.sum_le_sum fun l _ => hle k l, ?_, ?_⟩
  · -- equality of the sums forces equality term by term
    intro heq k l hkl
    have h1 := (Finset.sum_eq_sum_iff_of_le
      (fun k _ => Finset.sum_le_sum fun l _ => hle k l)).1 heq k (Finset.mem_univ k)
    have h2 := (Finset.sum_eq_sum_iff_of_le (fun l _ => hle k l)).1 h1 l (Finset.mem_univ l)
    by_contra hne
    have hpos : 0 < ‖a k l‖ ^ 2 := pow_pos (norm_pos_iff.2 hne) 2
    exact (mul_lt_mul_of_pos_left (responseKernel_lt hβ E hkl) hpos).ne h2
  · intro hz
    refine Finset.sum_congr rfl fun k _ => Finset.sum_congr rfl fun l _ => ?_
    by_cases e : E k = E l
    · rw [hdeg k l e]
    · simp [hz k l e]
```

## (i) A two-level system with strict inequality

For
$$H=\begin{pmatrix}16&-12\\-12&9\end{pmatrix},\quad U=\frac15\begin{pmatrix}3&4\\4&-3\end{pmatrix},\quad A=\begin{pmatrix}1&0\\0&-1\end{pmatrix},$$
show that $U$ is an eigenbasis with energies $0$ and $25$, that $A$ is Hermitian, and that
$$AH\neq HA.$$

**Solution.** The columns of $U$ are orthonormal, $H(3,4)^T=0$ and $H(4,-3)^T=(100,-75)^T=25\,(4,-3)^T$. The matrix $A$ is real and diagonal, hence Hermitian. The upper right entry is $-12$ in $AH$ and $12$ in $HA$. By (h), the inequality is strict here at every $\beta>0$. Lean checks the entries one at a time.

```lean
/-- A two-level Hamiltonian with energies 0 and 25, an explicit eigenbasis, and a Hermitian
observable that does not commute with it. -/
theorem eigenbasis_witness :
    IsEigenbasis !![16, -12; -12, 9] !![3/5, 4/5; 4/5, -3/5] ![0, 25] ∧
    (!![1, 0; 0, -1] : Matrix (Fin 2) (Fin 2) ℂ).IsHermitian ∧
    (!![1, 0; 0, -1] : Matrix (Fin 2) (Fin 2) ℂ) * !![16, -12; -12, 9]
      ≠ !![16, -12; -12, 9] * !![1, 0; 0, -1] := by
  -- the numerals in the eigenvectors are real
  have h3 : (starRingEnd ℂ) 3 = 3 := map_ofNat (starRingEnd ℂ) 3
  have h4 : (starRingEnd ℂ) 4 = 4 := map_ofNat (starRingEnd ℂ) 4
  have h5 : (starRingEnd ℂ) 5 = 5 := map_ofNat (starRingEnd ℂ) 5
  refine ⟨⟨?_, ?_⟩, ?_, ?_⟩
  · ext i j
    fin_cases i <;> fin_cases j <;>
      norm_num [Matrix.mul_apply, Fin.sum_univ_succ, Matrix.conjTranspose_apply, h3, h4, h5]
  · ext i j
    fin_cases i <;> fin_cases j <;>
      norm_num [Matrix.mul_apply, Fin.sum_univ_succ, Matrix.diagonal_apply]
  · ext i j
    fin_cases i <;> fin_cases j <;> simp [Matrix.conjTranspose_apply]
  · intro hc
    have h01 := congrFun (congrFun hc 0) 1
    norm_num [Matrix.mul_apply, Fin.sum_univ_succ] at h01

end StaticSusceptibilityBound
```

```lean
#print axioms StaticSusceptibilityBound.exists_eigenbasis
#print axioms StaticSusceptibilityBound.staticSusceptibility_le
```

```
'StaticSusceptibilityBound.exists_eigenbasis' depends on axioms: [propext, Classical.choice, Quot.sound]
'StaticSusceptibilityBound.staticSusceptibility_le' depends on axioms: [propext, Classical.choice, Quot.sound]
```
